# The g-factor of a rotational level in a doublet Pi state from its energy

In a two-component model of a doublet Pi state, with orbital and spin g-factors 1 and 2, the theorem relates the g-factor g of a level to its energy E. For J > 1/2 and a normalised real eigenvector of the 2 × 2 Hamiltonian, it states that (Y − 2 − 2E) g J(J + 1) = 2x − 3E, where x = (J + 1/2)² − 1 and Y is the spin-orbit constant divided by the rotational constant. Here E is in units of the rotational constant, measured from the diagonal energy of the Ω = 1/2 component. The proof writes g in terms of the two amplitudes, then uses the eigenvalue equations and normalisation to express the product of the amplitudes and the population of Ω = 3/2 through E.

The failing Lean file:

```lean
import Mathlib

open Matrix Filter Topology

namespace GFactorLevel

noncomputable section

/-- The squared rotational coupling `x = (J + 1/2)² - 1` between the two components of a
doublet Pi state, in units of the squared rotational constant. -/
def coupling (J : ℝ) : ℝ := (J + 1 / 2) ^ 2 - 1

/-- The Hamiltonian of a doublet Pi state in the basis `Ω = 1/2, 3/2`, in units of the rotational
constant and with the diagonal energy of `Ω = 1/2` as zero; `Y` is the spin-orbit constant
divided by the rotational constant. It is meant for `J > 1/2`. -/
def hamiltonian (J Y : ℝ) : Matrix (Fin 2) (Fin 2) ℝ :=
  !![0, -√(coupling J); -√(coupling J), Y - 2]

/-- The g-factor matrix in the same basis, with orbital and spin g-factors 1 and 2.
It is meant for `J > 1/2`, where the denominator `J (J + 1)` is positive. -/
def gMatrix (J : ℝ) : Matrix (Fin 2) (Fin 2) ℝ :=
  (1 / (J * (J + 1))) • !![0, √(coupling J); √(coupling J), 3]

/-- For `J > 1/2` and a unit vector `u`, the g-factor of the state `u`: the expectation value of the
g-factor matrix. -/
def gFactor (J : ℝ) (u : Fin 2 → ℝ) : ℝ := u ⬝ᵥ (gMatrix J *ᵥ u)

/-- The vector `u` is a normalised eigenvector of the Hamiltonian with energy `E`. -/
def IsLevel (J Y E : ℝ) (u : Fin 2 → ℝ) : Prop :=
  u ⬝ᵥ u = 1 ∧ hamiltonian J Y *ᵥ u = E • u

/-- For `J > 1/2` the squared rotational coupling is positive. -/
theorem coupling_pos {J : ℝ} (hJ : 1 / 2 < J) : 0 < coupling J := by
  unfold coupling
  nlinarith

/-- The eigenvalue equation of the Hamiltonian is the pair of secular equations for the
amplitudes on `Ω = 1/2` and `Ω = 3/2`. -/
theorem secular_equations (J Y E : ℝ) (u : Fin 2 → ℝ) :
    hamiltonian J Y *ᵥ u = E • u ↔
      -√(coupling J) * u 1 = E * u 0 ∧
        -√(coupling J) * u 0 + (Y - 2) * u 1 = E * u 1 := by
  rw [funext_iff, Fin.forall_fin_two]
  simp [hamiltonian, Matrix.mulVec, dotProduct, Fin.sum_univ_two]

/-- For `J > 1/2` the g-factor `g` of a level with energy `E` obeys
`(Y - 2 - 2E) g J (J + 1) = 2x - 3E`. -/
theorem gFactor_level {J Y E : ℝ} {u : Fin 2 → ℝ} (hJ : 1 / 2 < J) (h : IsLevel J Y E u) :
    (Y - 2 - 2 * E) * (gFactor J u * (J * (J + 1))) = 2 * coupling J - 3 * E := by
  have hK : J * (J + 1) ≠ 0 := by nlinarith
  have hs : √(coupling J) * √(coupling J) = coupling J :=
    Real.mul_self_sqrt (coupling_pos hJ).le
  obtain ⟨hn, hu⟩ := h
  obtain ⟨h1, h2⟩ := (secular_equations J Y E u).1 hu
  simp only [dotProduct, Fin.sum_univ_two] at hn
  have hg : gFactor J u =
      (2 * √(coupling J) * (u 0 * u 1) + 3 * (u 1 * u 1)) / (J * (J + 1)) := by
    simp [gFactor, gMatrix, Matrix.mulVec, dotProduct, Fin.sum_univ_two]
    ring
  -- coherence between the components, and population of Ω = 3/2
  have k1 : (Y - 2 - 2 * E) * (u 0 * u 1) = √(coupling J) := by
    linear_combination u 0 * h2 + u 1 * h1 + √(coupling J) * hn
  have k2 : (Y - 2 - 2 * E) * (u 1 * u 1) = -E := by
    linear_combination u 1 * h2 - u 0 * h1 - E * hn
  rw [hg, div_mul_cancel₀ _ hK]
  linear_combination 2 * √(coupling J) * k1 + 3 * k2 + 2 * hs

end

end GFactorLevel
```

The error:

```
Try this:
  [apply] ring_nf
  
  The `ring` tactic failed to close the goal. Use `ring_nf` to obtain a normal form.
    
  Note that `ring` works primarily in *commutative* rings. If you have a noncommutative ring, abelian group or module, consider using `noncomm_ring`, `abel` or `module` instead.
Main.lean:57:77: error: unsolved goals
J Y E : ℝ
u : Fin 2 → ℝ
hJ : 1 / 2 < J
hK : J * (J + 1) ≠ 0
hs : √(coupling J) * √(coupling J) = coupling J
hu : hamiltonian J Y *ᵥ u = E • u
h1 : -√(coupling J) * u 1 = E * u 0
h2 : -√(coupling J) * u 0 + (Y - 2) * u 1 = E * u 1
hn : u 0 * u 0 + u 1 * u 1 = 1
⊢ u 0 * (1 + J)⁻¹ * J⁻¹ * √(coupling J) * u 1 * 2 + (1 + J)⁻¹ * J⁻¹ * u 1 ^ 2 * 3 =
    u 0 * √(coupling J) * u 1 * (J + J ^ 2)⁻¹ * 2 + u 1 ^ 2 * (J + J ^ 2)⁻¹ * 3
```

What went wrong. The error is in `hg`, the formula for g in terms of the amplitudes. `ring` does not close the goal, and what remains has the same terms on both sides except for the denominator: `(1 + J)⁻¹ * J⁻¹` on the left, `(J + J ^ 2)⁻¹` on the right.

On the left, `simp` has unfolded the prefactor `1 / (J * (J + 1))` of `gMatrix` and split the inverse of the product into a product of inverses. On the right the denominator stayed whole, and `ring` multiplied it out to `J + J ^ 2` before inverting. `ring` treats the inverse of a sum as an atom and does not factor the sum, so it cannot see that the two forms are equal.

The repair first unfolds `gFactor` and `gMatrix`, so that `J * (J + 1)` is visible on both sides, and then replaces it by a single variable `K` with `generalize`. Now there is no product for `simp` to split and no sum for `ring` to expand. Both sides contain the same `K⁻¹`, and `ring` closes the goal. The two definitions leave the `simp` list because they are already unfolded.

The mended proof, as a diff:

```diff
@@ -56,5 +56,7 @@
   have hg : gFactor J u =
       (2 * √(coupling J) * (u 0 * u 1) + 3 * (u 1 * u 1)) / (J * (J + 1)) := by
-    simp [gFactor, gMatrix, Matrix.mulVec, dotProduct, Fin.sum_univ_two]
+    unfold gFactor gMatrix
+    generalize J * (J + 1) = K
+    simp [Matrix.mulVec, dotProduct, Fin.sum_univ_two]
     ring
   -- coherence between the components, and population of Ω = 3/2
```
